# For positive mass, the Pauli–Lubanski vector has invariant square $-m^2\,\mathbf S\cdot\mathbf S$

Let $S_0,S_1,S_2$ be any three elements of a real algebra, $m>0$, $\mathbf p\in\mathbb R^3$ and $E=\sqrt{m^2+\mathbf p\cdot\mathbf p}$. Put
$$W^0=\mathbf p\cdot\mathbf S,\qquad \mathbf W=m\,\mathbf S+\frac{\mathbf p\,(\mathbf p\cdot\mathbf S)}{E+m}.$$
Then
$$E\,W^0=\mathbf p\cdot\mathbf W,\qquad (W^0)^2-\mathbf W\cdot\mathbf W=-m^2\,\mathbf S\cdot\mathbf S .$$
For $\mathbf S=\boldsymbol\sigma/2$ the right-hand side of the second identity is $-\tfrac34m^2$ times the identity matrix. When $\mathbf S$ is the rest-frame spin of a free massive particle with spin quantum number $s$, the invariant square is $-m^2s(s+1)$, the same at every momentum.

Units have $\hbar=c=1$, and the metric signature is $(+,-,-,-)$. Space indices run over $0,1,2$, as in Lean, so the superscript in $W^0$ marks the time component, while $W_0$ is the first component of $\mathbf W$. The comments in the Lean code write `W0` for the time component $W^0$.

## Momentum, spin and the four-vector

The spin components live in an associative algebra `A` with unit over the real numbers. They need not commute, and neither Hermiticity nor finite dimension is assumed.

```lean
import Mathlib

open Matrix

namespace PauliLubanski

noncomputable section

variable {A : Type*} [Ring A] [Algebra ℝ A]
```

The momentum is a triple of real numbers, not of operators, so the description applies at one momentum eigenvalue at a time. The energy is the positive root of the mass-shell condition $E^2=m^2+\mathbf p\cdot\mathbf p$.

```lean
/-- The relativistic energy `E = √(m² + p·p)` of a particle of mass `m` and momentum `p`. -/
def energy (m : ℝ) (p : Fin 3 → ℝ) : ℝ := √(m ^ 2 + ∑ i, p i ^ 2)
```

The time component is $W^0=\sum_i p_iS_i$, the spin projected on the momentum and multiplied by $|\mathbf p|$.

```lean
/-- The time component `W0 = p·S` of the Pauli-Lubanski vector. -/
def timePart (p : Fin 3 → ℝ) (S : Fin 3 → A) : A := ∑ i, p i • S i
```

The space components are $W_i=mS_i+p_iW^0/(E+m)$. At rest, $W^0=0$ and $\mathbf W=m\mathbf S$, so $\mathbf S$ is the spin in the rest frame.

```lean
/-- The space components `W = m S + p (p·S)/(E + m)` of the Pauli-Lubanski vector. -/
def spacePart (m : ℝ) (p : Fin 3 → ℝ) (S : Fin 3 → A) (i : Fin 3) : A :=
  m • S i + (p i / (energy m p + m)) • timePart p S
```

These formulas are definitions here; they are not derived from the generators of the Poincaré group. Another model would define $W$ as the standard boost $L(\mathbf p)$ applied to $(0,m\mathbf S)$. The two identities would then follow from the invariance of the Minkowski form, and the work would move to proving that $L(\mathbf p)$ preserves that form and takes $(m,\mathbf 0)$ to $(E,\mathbf p)$.

The angular-momentum relations are a separate condition, used only for the commutators below:
$$[S_i,S_{i+1}]=J\,S_{i+2},\qquad\text{indices modulo }3.$$
A real algebra need not contain an imaginary unit, so an element $J$ takes its place. Neither $J^2=-1$ nor commutation of $J$ with the spins is required.

```lean
/-- The cyclic spin relations `[S_i, S_{i+1}] = J S_{i+2}`, with indices modulo three. -/
def SpinRelations (J : A) (S : Fin 3 → A) : Prop :=
  ∀ i, S i * S (i + 1) - S (i + 1) * S i = J * S (i + 2)
```

With cyclic indices a sum over directions can start anywhere: $\sum_j f_j=f_i+f_{i+1}+f_{i+2}$. The proof checks the three values of $i$.

```lean
/-- A sum over the three space directions may start at any direction and run cyclically. -/
theorem sum_cyclic {M : Type*} [AddCommMonoid M] (f : Fin 3 → M) (i : Fin 3) :
    ∑ j, f j = f i + f (i + 1) + f (i + 2) := by
  rw [Fin.sum_univ_three]
  fin_cases i
  · rfl
  · change f 0 + f 1 + f 2 = f 1 + f 2 + f 0
    abel
  · change f 0 + f 1 + f 2 = f 2 + f 0 + f 1
    abel
```

## What the mass shell supplies

Since $E\ge0$ and $m>0$, the denominator satisfies $E+m>0$.

```lean
/-- For positive mass the sum `E + m` is positive. -/
theorem energy_add_mass_pos {m : ℝ} (hm : 0 < m) (p : Fin 3 → ℝ) :
    0 < energy m p + m :=
  add_pos_of_nonneg_of_pos (Real.sqrt_nonneg _) hm
```

The mass shell gives $(E-m)(E+m)=\mathbf p\cdot\mathbf p$. Writing $a=1/(E+m)$, we obtain
$$E-m=a\,\mathbf p\cdot\mathbf p .$$
In the proof, `hE` is the squared energy and `ha` is $a(E+m)=1$; `linear_combination` multiplies them by the stated coefficients and checks that the difference vanishes.

```lean
/-- For positive mass the kinetic energy is `E - m = p·p/(E + m)`. -/
theorem energy_sub_mass {m : ℝ} (hm : 0 < m) (p : Fin 3 → ℝ) :
    energy m p - m = (energy m p + m)⁻¹ * ∑ i, p i ^ 2 := by
  have hE : energy m p ^ 2 = m ^ 2 + ∑ i, p i ^ 2 := by
    unfold energy
    exact Real.sq_sqrt (by positivity)
  have ha := inv_mul_cancel₀ (energy_add_mass_pos hm p).ne'
  linear_combination (energy m p + m)⁻¹ * hE - (energy m p - m) * ha
```

## Transversality and the invariant square

Contracting $\mathbf W$ with $\mathbf p$ gives
$$\mathbf p\cdot\mathbf W=(m+a\,\mathbf p\cdot\mathbf p)\,W^0=(m+E-m)\,W^0=E\,W^0 .$$
Thus $(W^0,\mathbf W)$ is orthogonal to the four-momentum $(E,\mathbf p)$ in the Minkowski metric. This is what transverse means here; it does not mean $\mathbf p\cdot\mathbf W=0$. For the square, keep the order of the factors:
$$\mathbf W\cdot\mathbf W=m^2\,\mathbf S\cdot\mathbf S+ma\sum_i p_i(S_iW^0+W^0S_i)+a^2(\mathbf p\cdot\mathbf p)(W^0)^2 .$$
Because $\sum_ip_iS_i=W^0$, the middle sum is $2(W^0)^2$ without any commutation relation. Hence
$$(W^0)^2-\mathbf W\cdot\mathbf W=-m^2\,\mathbf S\cdot\mathbf S+\bigl(1-2ma-a^2\,\mathbf p\cdot\mathbf p\bigr)(W^0)^2,$$
and the bracket equals $1-2ma-a(E-m)=1-a(E+m)=0$.

The theorem states three facts together: $E+m>0$, transversality and the invariant square. In its proof `hk` is the kinetic-energy formula and `hq` is the vanishing bracket. The products are expanded with their order preserved, and `module` compares the real coefficients.

```lean
/-- For any three elements `S` of a real algebra and `m > 0`, the denominator `E + m` is positive,
the Pauli-Lubanski vector is orthogonal to the momentum, `E W0 = p·W`, and its invariant square is
`W0² - W·W = -m² S·S`. -/
theorem pauliLubanski_invariants {m : ℝ} (hm : 0 < m) (p : Fin 3 → ℝ) (S : Fin 3 → A) :
    0 < energy m p + m ∧
    energy m p • timePart p S = ∑ i, p i • spacePart m p S i ∧
    timePart p S * timePart p S - ∑ i, spacePart m p S i * spacePart m p S i
      = -(m ^ 2 • ∑ i, S i * S i) := by
  have hk := energy_sub_mass hm p
  have ha := inv_mul_cancel₀ (energy_add_mass_pos hm p).ne'
  refine ⟨energy_add_mass_pos hm p, ?_, ?_⟩
  · simp only [spacePart, timePart, Fin.sum_univ_three, div_eq_mul_inv] at hk ⊢
    generalize (energy m p + m)⁻¹ = a at hk ⊢
    linear_combination (norm := module) hk • (p 0 • S 0 + p 1 • S 1 + p 2 • S 2)
  · simp only [spacePart, timePart, Fin.sum_univ_three, div_eq_mul_inv] at hk ⊢
    generalize (energy m p + m)⁻¹ = a at hk ha ⊢
    -- the total coefficient of (p·S)² vanishes on the mass shell
    have hq : 1 - 2 * m * a - a ^ 2 * (p 0 ^ 2 + p 1 ^ 2 + p 2 ^ 2) = 0 := by
      linear_combination a * hk - ha
    linear_combination (norm := skip)
      hq • ((p 0 • S 0 + p 1 • S 1 + p 2 • S 2) * (p 0 • S 0 + p 1 • S 1 + p 2 • S 2))
    simp only [mul_add, add_mul, smul_mul_assoc, mul_smul_comm, smul_add, smul_smul]
    module
```

## Recovering the spin from a transverse vector

Conversely, suppose that $w^0$ and $\mathbf w$ in the algebra satisfy $E\,w^0=\mathbf p\cdot\mathbf w$. The definition of $\mathbf W$ can be solved for the spin:
$$S_i=\frac1m\bigl(w_i-a\,p_i\,w^0\bigr).$$
This triple has the required time component, since
$$\mathbf p\cdot\mathbf S=\frac{E-a\,\mathbf p\cdot\mathbf p}{m}\,w^0=\frac{E-(E-m)}{m}\,w^0=w^0,$$
and substitution then returns $W_i=w_i$. Any other triple with the same $W^0$ and $\mathbf W$ must satisfy the same solved formula, so it is the same triple.

The theorem says that $(w^0,\mathbf w)$ is transverse exactly when one and only one triple $\mathbf S$ produces it. In the proof, `hT` is the computation of $\mathbf p\cdot\mathbf S$; the two branches after it give the space components and uniqueness. The reverse implication is the transversality already proved.

```lean
/-- An operator four-vector `(w0, w)` is orthogonal to the momentum of a massive particle exactly
when it is the Pauli-Lubanski vector of one and only one triple `S`. -/
theorem transverse_iff_existsUnique_spin {m : ℝ} (hm : 0 < m) (p : Fin 3 → ℝ)
    (w0 : A) (w : Fin 3 → A) :
    energy m p • w0 = ∑ i, p i • w i ↔
      ∃! S : Fin 3 → A, timePart p S = w0 ∧ spacePart m p S = w := by
  constructor
  · intro h
    -- solve the definition of W for S
    have hT : timePart p (fun i => m⁻¹ • (w i - (p i / (energy m p + m)) • w0)) = w0 := by
      have hk := energy_sub_mass hm p
      have hmm := inv_mul_cancel₀ hm.ne'
      simp only [timePart, Fin.sum_univ_three, div_eq_mul_inv] at h hk ⊢
      generalize (energy m p + m)⁻¹ = a at hk ⊢
      have e : m⁻¹ * (energy m p - a * (p 0 ^ 2 + p 1 ^ 2 + p 2 ^ 2)) = 1 := by
        linear_combination m⁻¹ * hk + hmm
      linear_combination (norm := module) (-m⁻¹) • h + e • w0
    refine ⟨fun i => m⁻¹ • (w i - (p i / (energy m p + m)) • w0), ⟨hT, ?_⟩, ?_⟩
    · funext i
      simp only [spacePart, hT, smul_inv_smul₀ hm.ne', sub_add_cancel]
    · rintro S ⟨h1, h2⟩
      funext i
      have h3 := congrFun h2 i
      simp only [spacePart, h1] at h3
      change S i = m⁻¹ • (w i - (p i / (energy m p + m)) • w0)
      rw [← h3, add_sub_cancel_right, inv_smul_smul₀ hm.ne']
  · rintro ⟨S, ⟨rfl, rfl⟩, -⟩
    exact (pauliLubanski_invariants hm p S).2.1
```

This equivalence fails at $m=0$. Take the algebra $\mathbb R$ and $\mathbf p=(0,0,1)$, so that $E=1$. Every triple then gives $W^0=S_2$ and $\mathbf W=(0,0,S_2)$. The vector with $w^0=0$ and $\mathbf w=(1,0,0)$ is transverse but comes from no triple, and $S_0,S_1$ leave no trace in $W$.

## Commutators of the components

Now assume the spin relations. They give
$$[W^0,S_i]=J(p_{i+2}S_{i+1}-p_{i+1}S_{i+2}),$$
$$[W^0,S_{i+1}]=J(p_iS_{i+2}-p_{i+2}S_i).$$
Since $W^0$ commutes with itself, $[W^0,W_i]=m[W^0,S_i]$. The terms containing $W^0$ cancel in $p_{i+2}W_{i+1}-p_{i+1}W_{i+2}$, so
$$[W^0,W_i]=J(p_{i+2}W_{i+1}-p_{i+1}W_{i+2}).$$

For two space components,
$$[W_i,W_{i+1}]=m^2[S_i,S_{i+1}]+ma\,p_{i+1}[S_i,W^0]+ma\,p_i[W^0,S_{i+1}].$$
Inserting the commutators, and adding and subtracting $ma\,p_{i+2}^2\,JS_{i+2}$, gives
$$[W_i,W_{i+1}]=J\bigl((m^2+ma\,\mathbf p\cdot\mathbf p)S_{i+2}-ma\,p_{i+2}W^0\bigr).$$
The mass shell turns the first coefficient into $mE$, and $ma=1-aE$. Therefore
$$[W_i,W_{i+1}]=J(E\,W_{i+2}-p_{i+2}W^0).$$
At rest this is $m^2JS_{i+2}$, which is $m^2$ times the spin commutator $[S_i,S_{i+1}]$.

The theorem gives both formulas for every cyclic $i$. In the proof, `hxy`, `hyz` and `hzx` are the three spin relations seen from direction $i$, while `e1` and `e2` are the two uses of the mass shell and the denominator. The linear combinations insert these facts with the coefficients found above.

```lean
/-- If `m > 0` and `S` obeys the spin relations, the Pauli-Lubanski components obey `[W_i, W_{i+1}]
= J (E W_{i+2} - p_{i+2} W0)` and `[W0, W_i] = J (p_{i+2} W_{i+1} - p_{i+1} W_{i+2})`. -/
theorem pauliLubanski_commutators {m : ℝ} (hm : 0 < m) (p : Fin 3 → ℝ) {J : A}
    {S : Fin 3 → A} (h : SpinRelations J S) (i : Fin 3) :
    spacePart m p S i * spacePart m p S (i + 1) - spacePart m p S (i + 1) * spacePart m p S i
      = J * (energy m p • spacePart m p S (i + 2) - p (i + 2) • timePart p S) ∧
    timePart p S * spacePart m p S i - spacePart m p S i * timePart p S
      = J * (p (i + 2) • spacePart m p S (i + 1) - p (i + 1) • spacePart m p S (i + 2)) := by
  have hxy := h i
  have hyz : S (i + 1) * S (i + 2) - S (i + 2) * S (i + 1) = J * S i := by
    fin_cases i
    exacts [h 1, h 2, h 0]
  have hzx : S (i + 2) * S i - S i * S (i + 2) = J * S (i + 1) := by
    fin_cases i
    exacts [h 2, h 0, h 1]
  have hT : timePart p S = p i • S i + p (i + 1) • S (i + 1) + p (i + 2) • S (i + 2) :=
    sum_cyclic (fun j => p j • S j) i
  have hk := energy_sub_mass hm p
  rw [sum_cyclic (fun j => p j ^ 2) i] at hk
  have ha := inv_mul_cancel₀ (energy_add_mass_pos hm p).ne'
  simp only [spacePart, hT, div_eq_mul_inv]
  generalize (energy m p + m)⁻¹ = a at hk ha ⊢
  generalize energy m p = E at hk ha ⊢
  generalize S i = x, S (i + 1) = y, S (i + 2) = z at hxy hyz hzx ⊢
  generalize p i = b, p (i + 1) = c, p (i + 2) = d at hk ⊢
  constructor
  · -- the mass shell (`e1`) and `a (E + m) = 1` (`e2`) collect the remaining terms
    have e1 : m ^ 2 + m * a * (b ^ 2 + c ^ 2 + d ^ 2) = m * E := by
      linear_combination (-m) * hk
    have e2 : d = d * (a * (E + m)) := by linear_combination (-d) * ha
    linear_combination (norm := skip)
      (m ^ 2 + m * a * (b ^ 2 + c ^ 2)) • hxy - (m * a * c * d) • hzx - (m * a * b * d) • hyz
        + e1 • (J * z) + e2 • (J * (b • x + c • y + d • z))
    simp only [mul_add, add_mul, mul_sub, smul_mul_assoc, mul_smul_comm, smul_add,
      smul_sub, smul_smul]
    module
  · linear_combination (norm := skip) (m * d) • hzx - (m * c) • hxy
    simp only [mul_add, add_mul, mul_sub, smul_mul_assoc, mul_smul_comm, smul_add,
      smul_sub, smul_smul]
    module
```

## Spin one-half

The Pauli matrices, numbered from zero, are the usual $\sigma_x,\sigma_y,\sigma_z$.

```lean
/-- The three Pauli matrices. -/
def pauli : Fin 3 → Matrix (Fin 2) (Fin 2) ℂ :=
  ![!![0, 1; 1, 0], !![0, -Complex.I; Complex.I, 0], !![1, 0; 0, -1]]
```

The spin operators are $S_i=\sigma_i/2$. Complex $2\times2$ matrices serve here as a real algebra.

```lean
/-- The spin-half operators `S = σ/2`. -/
def spinHalf (i : Fin 3) : Matrix (Fin 2) (Fin 2) ℂ := (1 / 2 : ℝ) • pauli i
```

Multiplying the matrices gives $[\sigma_i,\sigma_{i+1}]=2i_{\mathbb C}\,\sigma_{i+2}$, where $i_{\mathbb C}$ is the imaginary unit. Dividing by four gives
$$[S_i,S_{i+1}]=i_{\mathbb C}\,S_{i+2},$$
which is the spin relation with $J=i_{\mathbb C}\mathbf 1$. The proof compares matrix entries for the three cyclic pairs and then rescales, so the commutators above apply to spin one-half.

```lean
/-- The operators `σ/2` obey the spin relations with `J` equal to `i` times the identity. -/
theorem spinRelations_witness :
    SpinRelations (Complex.I • (1 : Matrix (Fin 2) (Fin 2) ℂ)) spinHalf := by
  have h0 : pauli 0 * pauli 1 - pauli 1 * pauli 0
      = (2 : ℝ) • ((Complex.I • (1 : Matrix (Fin 2) (Fin 2) ℂ)) * pauli 2) := by
    ext a b
    fin_cases a <;> fin_cases b <;> simp [pauli] <;> ring
  have h1 : pauli 1 * pauli 2 - pauli 2 * pauli 1
      = (2 : ℝ) • ((Complex.I • (1 : Matrix (Fin 2) (Fin 2) ℂ)) * pauli 0) := by
    ext a b
    fin_cases a <;> fin_cases b <;> simp [pauli] <;> ring
  have h2 : pauli 2 * pauli 0 - pauli 0 * pauli 2
      = (2 : ℝ) • ((Complex.I • (1 : Matrix (Fin 2) (Fin 2) ℂ)) * pauli 1) := by
    ext a b
    fin_cases a <;> fin_cases b <;> simp [pauli] <;> ring
  intro i
  have h : pauli i * pauli (i + 1) - pauli (i + 1) * pauli i
      = (2 : ℝ) • ((Complex.I • (1 : Matrix (Fin 2) (Fin 2) ℂ)) * pauli (i + 2)) := by
    fin_cases i
    exacts [h0, h1, h2]
  simp only [spinHalf, smul_mul_assoc, mul_smul_comm] at h ⊢
  linear_combination (norm := module) (1 / 4 : ℝ) • h
```

Each Pauli matrix squares to the identity, hence $\mathbf S\cdot\mathbf S=3\cdot\tfrac14\,\mathbf 1=\tfrac34\,\mathbf 1$, and
$$(W^0)^2-\mathbf W\cdot\mathbf W=-\tfrac34m^2\,\mathbf 1$$
for every momentum. This is $-m^2s(s+1)$ at $s=\tfrac12$. The proof rewrites with the general invariant and inserts the squares from `hsq`.

```lean
/-- For `S = σ/2` and `m > 0`, the denominator `E + m` is positive and the invariant square
`W0² - W·W` is `-3m²/4` times the identity. -/
theorem spinHalf_invariant {m : ℝ} (hm : 0 < m) (p : Fin 3 → ℝ) :
    0 < energy m p + m ∧
    timePart p spinHalf * timePart p spinHalf
        - ∑ i, spacePart m p spinHalf i * spacePart m p spinHalf i
      = (-(3 * m ^ 2 / 4)) • (1 : Matrix (Fin 2) (Fin 2) ℂ) := by
  refine ⟨energy_add_mass_pos hm p, ?_⟩
  -- each Pauli matrix squares to the identity
  have hsq : ∀ i, pauli i * pauli i = 1 := by
    intro i
    fin_cases i <;> ext a b <;> fin_cases a <;> fin_cases b <;> simp [pauli]
  rw [(pauliLubanski_invariants hm p spinHalf).2.2]
  simp only [spinHalf, smul_mul_assoc, mul_smul_comm, hsq, Fin.sum_univ_three]
  module

end

end PauliLubanski
```

```lean
#print axioms PauliLubanski.pauliLubanski_invariants
#print axioms PauliLubanski.transverse_iff_existsUnique_spin
#print axioms PauliLubanski.pauliLubanski_commutators
#print axioms PauliLubanski.spinHalf_invariant
```

```
'PauliLubanski.pauliLubanski_invariants' depends on axioms: [propext, Classical.choice, Quot.sound]
'PauliLubanski.transverse_iff_existsUnique_spin' depends on axioms: [propext, Classical.choice, Quot.sound]
'PauliLubanski.pauliLubanski_commutators' depends on axioms: [propext, Classical.choice, Quot.sound]
'PauliLubanski.spinHalf_invariant' depends on axioms: [propext, Classical.choice, Quot.sound]
```
